# With model phases, a difference map shows missing density at half height plus a ghost, to first order

A diffraction experiment records the amplitudes of the structure factors but not their phases. Suppose that a model of the crystal lacks some electron density, such as an atom or the density shift due to bonding. A difference map subtracts the model amplitudes from the observed ones and borrows the phases of the model. How much of the missing density does it show?

## The projection of the missing part

For one reflection let $F\neq 0$ be the model structure factor and $d$ the missing part, so that the observed amplitude is $|F+d|$. Write $u=F/|F|$ for the model phase factor and $\Delta=|F+d|-|F|$ for the amplitude difference. The difference coefficient is $D=\Delta\,u$. The claim is

$$\left|D-\tfrac12(d+g)\right|\le\frac{|d|^2}{2|F|},\qquad g=\bar d\,\frac{F}{\bar F}.$$

The term $g$ is called the ghost here. Since $F/\bar F=F^2/|F|^2=u^2$, it is $\bar d$ turned by twice the model phase. With $u\bar u=1$,

$$L=\tfrac12(d+g)=u\,\tfrac12(\bar u d+u\bar d)=u\,\frac{\operatorname{Re}(\bar F d)}{|F|}.$$

So $L$ is the projection of $d$ on the direction of $F$. This is the part of $d$ that changes the amplitude to first order.

The law of cosines gives

$$|F+d|^2-|F|^2=2\operatorname{Re}(\bar F d)+|d|^2.$$

The left side is also $\Delta(\Delta+2|F|)=\Delta^2+2|F|\Delta$. Dividing by $2|F|$ and rearranging,

$$\Delta-\frac{\operatorname{Re}(\bar F d)}{|F|}=\frac{|d|^2-\Delta^2}{2|F|},\qquad\text{hence}\qquad D-L=\frac{|d|^2-\Delta^2}{2|F|}\,u.$$

The triangle inequality gives $|\Delta|\le|d|$, so the fraction is nonnegative, and it is the modulus of the error because $|u|=1$. Dropping $\Delta^2$ gives the bound, with equality exactly when $\Delta=0$.

For a map, each coefficient is multiplied by a Fourier factor of modulus one. The error at any point is therefore at most the sum of the errors of the reflections.

In charge-density work, $d$ may be the bonding contribution absent from a model of spherical atoms. When the structure factors are not all real, a peak in the difference map need not have the height of the missing density, even if the amplitudes are free of error.

## Coefficients and maps as complex numbers

In the code, `F` and `d` are arbitrary complex numbers, and `‖F‖` is the amplitude $|F|$. The first definition is $D$.

In Lean 4 with Mathlib:

```lean
import Mathlib

open scoped ComplexConjugate

namespace DifferenceMap

noncomputable section

/-- Difference-map coefficient: observed amplitude `|F + d|` minus model amplitude `|F|`, with
the phase of the model structure factor `F ≠ 0`; `d` is the part missing from the model. -/
def diffCoeff (F d : ℂ) : ℂ := ((‖F + d‖ - ‖F‖ : ℝ) : ℂ) * (F / (‖F‖ : ℂ))
```

The next two are $g$ and $L$.

```lean
/-- Ghost coefficient: the conjugate of the missing part `d`, turned by twice the phase of the
model structure factor `F ≠ 0`. -/
def ghost (F d : ℂ) : ℂ := conj d * F / conj F

/-- Half the missing part plus half its ghost, for a model structure factor `F ≠ 0`. -/
def linearResponse (F d : ℂ) : ℂ := (d + ghost F d) / 2
```

A reflection is a triple of integer Miller indices $h_j$, and a point has fractional coordinates $x_j$, with $j=0,1,2$. The map is $\sum_{h\in S}c_h\exp(-2\pi i\sum_j h_jx_j)$; the factor of inverse cell volume is left out. The set $S$ need not contain $-h$ along with $h$, so the map may be complex.

```lean
/-- The Fourier map at fractional coordinates `x`, summed over a finite set `S` of reflections
with coefficients `c`, in units of the inverse cell volume. -/
def fourierMap (S : Finset (Fin 3 → ℤ)) (c : (Fin 3 → ℤ) → ℂ) (x : Fin 3 → ℝ) : ℂ :=
  ∑ h ∈ S, c h * Complex.exp (((-(2 * Real.pi * ∑ j, (h j : ℝ) * x j) : ℝ) : ℂ) * Complex.I)
```

The observed amplitude is by definition $|F+d|$: measurement noise, scaling errors and weights do not enter. The hypothesis `F ≠ 0` in the error estimates says that the model supplies a phase for the reflection.

## The exact error for one reflection

The law of cosines is checked by expanding both sides in real and imaginary parts.

```lean
/-- Law of cosines for the observed amplitude. -/
theorem observed_sq (F d : ℂ) :
    ‖F + d‖ ^ 2 = ‖F‖ ^ 2 + 2 * (conj F * d).re + ‖d‖ ^ 2 := by
  simp only [Complex.sq_norm, Complex.normSq_apply, Complex.add_re, Complex.add_im,
    Complex.mul_re, Complex.conj_re, Complex.conj_im]
  ring
```

The projection formula comes next. Here `hsq` is $|F|^2=F\bar F$, and `hre` writes the real part as half the sum of $\bar F d$ and its conjugate. After the denominators are cleared, `linear_combination` closes the identity.

```lean
/-- For `F ≠ 0`, half the missing part plus half its ghost is the projection of the missing
part on the direction of the model structure factor. -/
theorem linearResponse_eq_projection {F : ℂ} (hF : F ≠ 0) (d : ℂ) :
    linearResponse F d = (((conj F * d).re / ‖F‖ : ℝ) : ℂ) * (F / (‖F‖ : ℂ)) := by
  have hc : conj F ≠ 0 := (map_ne_zero _).mpr hF
  have hsq : (‖F‖ : ℂ) ^ 2 = F * conj F := by
    rw [Complex.mul_conj, Complex.normSq_eq_norm_sq]
    push_cast
    rfl
  have hre : (((conj F * d).re : ℝ) : ℂ) = (conj F * d + F * conj d) / 2 := by
    rw [Complex.re_eq_add_conj, map_mul, Complex.conj_conj]
  have hcan : conj d * F / conj F * conj F = conj d * F := div_mul_cancel₀ _ hc
  unfold linearResponse ghost
  rw [Complex.ofReal_div, hre, div_mul_div_comm, ← pow_two, hsq,
    eq_div_iff (mul_ne_zero hF hc)]
  linear_combination (F / 2) * hcan
```

In the following proof, `key` is the real equation for $\Delta-\operatorname{Re}(\bar F d)/|F|$, obtained from the law of cosines after multiplication by $2|F|$. The last line restores the common factor $u$.

```lean
/-- For `F ≠ 0`, the exact remainder of the difference coefficient beyond half the missing part
plus half its ghost; it carries the model phase. -/
theorem diffCoeff_sub_linearResponse {F : ℂ} (hF : F ≠ 0) (d : ℂ) :
    diffCoeff F d - linearResponse F d =
      (((‖d‖ ^ 2 - (‖F + d‖ - ‖F‖) ^ 2) / (2 * ‖F‖) : ℝ) : ℂ) * (F / (‖F‖ : ℂ)) := by
  have hr : ‖F‖ ≠ 0 := norm_ne_zero_iff.mpr hF
  have key : ‖F + d‖ - ‖F‖ - (conj F * d).re / ‖F‖ =
      (‖d‖ ^ 2 - (‖F + d‖ - ‖F‖) ^ 2) / (2 * ‖F‖) := by
    have hcan : (conj F * d).re / ‖F‖ * ‖F‖ = (conj F * d).re := div_mul_cancel₀ _ hr
    rw [eq_div_iff (mul_ne_zero two_ne_zero hr)]
    linear_combination observed_sq F d - 2 * hcan
  rw [← key, linearResponse_eq_projection hF, diffCoeff, ← sub_mul, ← Complex.ofReal_sub]
```

To pass to the modulus, `hu` states $|u|=1$ and `h1` is the triangle inequality $|\Delta|\le|d|$. Squaring `h1` shows that the numerator is nonnegative, so the absolute value can be removed.

```lean
/-- For `F ≠ 0`, the exact modulus of the difference coefficient minus half the missing part and
half its ghost. -/
theorem norm_remainder {F : ℂ} (hF : F ≠ 0) (d : ℂ) :
    ‖diffCoeff F d - linearResponse F d‖ =
      (‖d‖ ^ 2 - (‖F + d‖ - ‖F‖) ^ 2) / (2 * ‖F‖) := by
  have hr : ‖F‖ ≠ 0 := norm_ne_zero_iff.mpr hF
  have hu : ‖F / (‖F‖ : ℂ)‖ = 1 := by
    rw [norm_div, Complex.norm_real, norm_norm, div_self hr]
  -- the amplitudes differ by no more than the missing part
  have h1 : |‖F + d‖ - ‖F‖| ≤ ‖d‖ := by
    have h := abs_norm_sub_norm_le (F + d) F
    rwa [add_sub_cancel_left] at h
  have h2 := pow_le_pow_left₀ (abs_nonneg _) h1 2
  rw [sq_abs] at h2
  rw [diffCoeff_sub_linearResponse hF, norm_mul, hu, mul_one, Complex.norm_real,
    Real.norm_eq_abs]
  exact abs_of_nonneg (div_nonneg (sub_nonneg.mpr h2) (by positivity))
```

The main estimate is stated with the ghost written out. Its proof drops the square $\Delta^2$ from the exact error.

```lean
/-- For `F ≠ 0` and any missing part `d`, the difference coefficient equals half of `d` plus
half its ghost, up to an error of at most `|d|² / (2|F|)`. -/
theorem diffCoeff_half_height {F : ℂ} (hF : F ≠ 0) (d : ℂ) :
    ‖diffCoeff F d - (d + conj d * F / conj F) / 2‖ ≤ ‖d‖ ^ 2 / (2 * ‖F‖) := by
  change ‖diffCoeff F d - linearResponse F d‖ ≤ _
  rw [norm_remainder hF]
  exact div_le_div_of_nonneg_right (sub_le_self _ (sq_nonneg _)) (by positivity)
```

Relative to $|d|$, the error is at most $|d|/(2|F|)$ when $d\neq0$, so the estimate is informative when the missing part is weak compared with the model. The bound is attained exactly when the amplitude does not change, and then the difference coefficient is zero.

```lean
/-- For `F ≠ 0`, the error bound is attained exactly when the missing part leaves the amplitude
unchanged. -/
theorem error_eq_bound_iff {F : ℂ} (hF : F ≠ 0) (d : ℂ) :
    ‖diffCoeff F d - linearResponse F d‖ = ‖d‖ ^ 2 / (2 * ‖F‖) ↔ ‖F + d‖ = ‖F‖ := by
  have hr : 2 * ‖F‖ ≠ 0 := mul_ne_zero two_ne_zero (norm_ne_zero_iff.mpr hF)
  rw [norm_remainder hF, div_left_inj' hr, sub_eq_self, pow_eq_zero_iff two_ne_zero,
    sub_eq_zero]
```

## The whole map

For the map, `F` and `d` become functions of the reflection, and no model structure factor in $S$ may vanish. The step `key` gathers the three maps into a single Fourier sum of the errors $D-L$. The triangle inequality for sums and the unit modulus of the exponentials then reduce the claim to the estimate for one reflection. The right side does not depend on `x`, so the bound is the same at every point.

```lean
/-- If no model structure factor in `S` vanishes, the difference map is at every point half the map
of the missing density plus half the ghost map, up to an error of at most the sum of `|d|² / (2|F|)`
over the reflections in `S`. -/
theorem difference_map_half_height (S : Finset (Fin 3 → ℤ)) (F d : (Fin 3 → ℤ) → ℂ)
    (hF : ∀ h ∈ S, F h ≠ 0) (x : Fin 3 → ℝ) :
    ‖fourierMap S (fun h => diffCoeff (F h) (d h)) x -
        (fourierMap S d x + fourierMap S (fun h => ghost (F h) (d h)) x) / 2‖ ≤
      ∑ h ∈ S, ‖d h‖ ^ 2 / (2 * ‖F h‖) := by
  -- collect the maps into one sum of remainders
  have key : fourierMap S (fun h => diffCoeff (F h) (d h)) x -
      (fourierMap S d x + fourierMap S (fun h => ghost (F h) (d h)) x) / 2 =
      fourierMap S (fun h => diffCoeff (F h) (d h) - linearResponse (F h) (d h)) x := by
    unfold fourierMap linearResponse
    rw [← Finset.sum_add_distrib, Finset.sum_div, ← Finset.sum_sub_distrib]
    refine Finset.sum_congr rfl fun h _ => ?_
    ring
  rw [key]
  refine norm_sum_le_of_le S fun h hh => ?_
  rw [norm_mul, Complex.norm_exp_ofReal_mul_I, mul_one]
  exact diffCoeff_half_height (hF h hh) (d h)
```

## How the ghost depends on the phase

Replacing $F$ by $iF$ at fixed $d$ changes $u^2$ to $-u^2$, and so reverses the ghost. The proof moves the factors $i$ and $\bar i=-i$ out of the quotient and cancels them.

```lean
/-- The ghost changes sign when the model phase is advanced by a quarter turn. -/
theorem ghost_quarter_turn (F d : ℂ) : ghost (Complex.I * F) d = -ghost F d := by
  unfold ghost
  rw [map_mul, Complex.conj_I, neg_mul, div_neg, mul_left_comm,
    mul_div_mul_left _ _ Complex.I_ne_zero]
```

If $F$ and $d$ are real, as when the crystal and the model are both centrosymmetric about the origin and there is no anomalous scattering, then $\bar d=d$ and $F/\bar F=1$. The ghost coincides with the missing part, and the two halves add up to full height.

```lean
/-- For real structure factors with `F ≠ 0`, half the missing part plus half its ghost is the
whole missing part. -/
theorem linearResponse_centric {F : ℝ} (hF : F ≠ 0) (d : ℝ) :
    linearResponse (F : ℂ) (d : ℂ) = d := by
  have hF' : (F : ℂ) ≠ 0 := Complex.ofReal_ne_zero.mpr hF
  unfold linearResponse ghost
  rw [Complex.conj_ofReal, Complex.conj_ofReal, mul_div_cancel_right₀ _ hF']
  ring
```

## Twice the observed amplitude

Another choice of coefficient is $(2|F+d|-|F|)u$. Because $|F|u=F$, it equals $F+2D$, while $F+d+g=F+2L$. The difference is $2(D-L)$, with modulus at most $|d|^2/|F|$. Such a map shows the model, the missing part and the ghost at full height, up to this error in each coefficient. If all $F$ and $d$ are real, the ghost coincides with the missing part, which then appears at twice its height, up to the same error. In the proof, `hu` is now the relation $|F|u=F$, `key` is the doubling, and `hb` is the earlier estimate.

```lean
/-- For `F ≠ 0`, the coefficient with twice the observed minus the model amplitude and the model
phase is the model plus the missing part plus its ghost, up to an error of at most `|d|² / |F|`. -/
theorem double_observed_full_height {F : ℂ} (hF : F ≠ 0) (d : ℂ) :
    ‖((2 * ‖F + d‖ - ‖F‖ : ℝ) : ℂ) * (F / (‖F‖ : ℂ)) - (F + d + ghost F d)‖ ≤
      ‖d‖ ^ 2 / ‖F‖ := by
  have hn : (‖F‖ : ℂ) ≠ 0 := Complex.ofReal_ne_zero.mpr (norm_ne_zero_iff.mpr hF)
  have hu : F / (‖F‖ : ℂ) * (‖F‖ : ℂ) = F := div_mul_cancel₀ _ hn
  -- the remainder is twice that of the difference coefficient
  have key : ((2 * ‖F + d‖ - ‖F‖ : ℝ) : ℂ) * (F / (‖F‖ : ℂ)) - (F + d + ghost F d) =
      2 * (diffCoeff F d - linearResponse F d) := by
    unfold diffCoeff linearResponse
    push_cast
    linear_combination hu
  have h2 : ‖(2 : ℂ)‖ = 2 := by norm_num
  have hb : ‖diffCoeff F d - linearResponse F d‖ ≤ ‖d‖ ^ 2 / (2 * ‖F‖) :=
    diffCoeff_half_height hF d
  rw [key, norm_mul, h2]
  calc 2 * ‖diffCoeff F d - linearResponse F d‖
      ≤ 2 * (‖d‖ ^ 2 / (2 * ‖F‖)) := by linarith
    _ = ‖d‖ ^ 2 / ‖F‖ := by ring

end

end DifferenceMap
```

```lean
#print axioms DifferenceMap.difference_map_half_height
#print axioms DifferenceMap.ghost_quarter_turn
#print axioms DifferenceMap.linearResponse_centric
#print axioms DifferenceMap.double_observed_full_height
```

```
'DifferenceMap.difference_map_half_height' depends on axioms: [propext, Classical.choice, Quot.sound]
'DifferenceMap.ghost_quarter_turn' depends on axioms: [propext, Classical.choice, Quot.sound]
'DifferenceMap.linearResponse_centric' depends on axioms: [propext, Classical.choice, Quot.sound]
'DifferenceMap.double_observed_full_height' depends on axioms: [propext, Classical.choice, Quot.sound]
```
